# For the weight x on [−1, 1], no real rule with an odd number of nodes reaches the Gauss degree, but a two-node rule does

## Does Gauss quadrature survive a weight that changes sign?

Suppose a quadrature rule may place its real nodes anywhere on the line and give them real weights of either sign. For a positive weight function, $n$ nodes can integrate all polynomials up to degree $2n-1$ exactly, with positive weights. I believe that both properties can fail for

$$L(p)=\int_{-1}^{1}x\,p(x)\,dx .$$

One node seems unable to handle even linear polynomials, while two nodes at $\pm\sqrt{3/5}$ work up to degree 4. Can this be made rigorous and machine-checked?

## Answer

Yes. One node misses its Gauss degree 1, and more generally no rule with an odd number $n$ of nodes reaches degree $2n-1$. Let the rule have nodes $x_i$ and weights $c_i$, with $0\le i<n$.

### Moments, reflection and a perfect square

The moments $L(x^m)$ vanish for even $m$ and equal $2/(m+2)$ for odd $m$.

**One node.** Exactness on $1$ gives $c_0=0$, but exactness on $x$ requires $c_0x_0=2/3$.

**Odd $n=2k+1$.** Assume exactness up to $2n-1=4k+1$. Let $w(x)=\prod_i(x-x_i)$ and $D(x)=w(x)-w(-x)$. Since $n$ is odd, $D$ has leading term $2x^n$. Since $D(0)=0$, we can write $D=xg$ with $\deg g=2k$. Then $wg$ has degree $4k+1$ and vanishes at every node, so

$$0=L(wg)=\int_{-1}^{1}w(x)\,[w(x)-w(-x)]\,dx .$$

Substituting $x\to-x$ gives $0=\int_{-1}^{1} w(-x)[w(-x)-w(x)]\,dx$. The sum of the two is $\int_{-1}^{1} D^2\,dx=0$, which is impossible for a nonzero polynomial.

**A ceiling for every $n$.** The polynomial $xw^2$ has degree $2n+1$ and vanishes at the nodes, yet $L(xw^2)=\int_{-1}^{1} x^2w^2\,dx>0$. Exactness up to $2n+1$ is therefore impossible.

**Signs.** Exactness on linear polynomials gives $\sum_i c_i=0$ and $\sum_i c_ix_i=2/3$. The weights are not all zero but sum to zero, so both signs occur.

**Two nodes.** Put $a=\sqrt{3/5}$ and $b=\sqrt{5/27}$, so $a^2=3/5$ and $ab=1/3$. For $p=\sum_{m=0}^4 p_mx^m$,

$$b\,p(a)-b\,p(-a)=2ab\,(p_1+p_3a^2)=\tfrac23p_1+\tfrac25p_3=L(p).$$

The ceiling with $n=2$ excludes degree 5.

### What the Lean statement says

`weightedIntegral p` is $L(p)$. The families `node` and `weight`, of type `Fin n → ℝ`, form a rule, and `ExactUpTo node weight d` says that it reproduces $L$ on every real polynomial of degree at most `d`. Nodes may coincide or lie outside $[-1,1]$, so the impossibility results cover those rules too.

The final theorem, `gauss_for_sign_changing_weight`, combines the one-node failure with the two-node rule's exactness up to degree 4 and its failure at 5. The general odd case is `no_gauss_rule_odd`. Complex nodes, other weight functions and existence for larger even $n$ are not treated.

```lean
import Mathlib

open Polynomial

namespace SignChangingGauss

noncomputable section

/-- The integral of `x p(x)` over `[-1,1]`: integration against the sign-changing weight `x`. -/
def weightedIntegral (p : ℝ[X]) : ℝ := ∫ x in (-1 : ℝ)..1, x * p.eval x

/-- The quadrature rule with the given real nodes and weights reproduces the weighted integral
of every real polynomial of degree at most `d`. -/
def ExactUpTo {n : ℕ} (node weight : Fin n → ℝ) (d : ℕ) : Prop :=
  ∀ p : ℝ[X], p.natDegree ≤ d → ∑ i, weight i * p.eval (node i) = weightedIntegral p

/-- The monic polynomial whose roots are the nodes. -/
def nodePoly {n : ℕ} (node : Fin n → ℝ) : ℝ[X] := ∏ i, (X - C (node i))

/-- The weighted integral of a polynomial is the sum of its coefficients times the moments
of the weight `x`. -/
theorem weightedIntegral_eq_moments (p : ℝ[X]) (d : ℕ) (h : p.natDegree < d) :
    weightedIntegral p =
      ∑ i ∈ Finset.range d, p.coeff i * ((1 - (-1 : ℝ) ^ (i + 2)) / ((i : ℝ) + 2)) := by
  have h1 : ∀ x : ℝ, x * p.eval x = ∑ i ∈ Finset.range d, p.coeff i * x ^ (i + 1) := by
    intro x
    rw [eval_eq_sum_range' h, Finset.mul_sum]
    exact Finset.sum_congr rfl fun i _ => by ring
  unfold weightedIntegral
  simp only [h1]
  rw [intervalIntegral.integral_finsetSum (fun i _ =>
    (by fun_prop : Continuous fun x : ℝ => p.coeff i * x ^ (i + 1)).intervalIntegrable _ _)]
  refine Finset.sum_congr rfl fun i _ => ?_
  rw [intervalIntegral.integral_const_mul, integral_pow]
  push_cast
  ring

/-- The node polynomial is monic, and its degree is the number of nodes. -/
theorem nodePoly_monic_natDegree {n : ℕ} (node : Fin n → ℝ) :
    (nodePoly node).Monic ∧ (nodePoly node).natDegree = n := by
  refine ⟨monic_prod_of_monic _ _ fun i _ => monic_X_sub_C _, ?_⟩
  unfold nodePoly
  rw [natDegree_prod_of_monic _ _ fun i _ => monic_X_sub_C _]
  simp

/-- Within the degree of exactness, every multiple of the node polynomial has weighted
integral zero. -/
theorem integral_nodePoly_mul {n d : ℕ} {node weight : Fin n → ℝ}
    (h : ExactUpTo node weight d) (q : ℝ[X]) (hq : (nodePoly node * q).natDegree ≤ d) :
    weightedIntegral (nodePoly node * q) = 0 := by
  rw [← h _ hq]
  refine Finset.sum_eq_zero fun i _ => ?_
  have : (nodePoly node).eval (node i) = 0 := by
    unfold nodePoly
    rw [eval_prod]
    exact Finset.prod_eq_zero (Finset.mem_univ i) (by simp)
  rw [eval_mul, this, zero_mul, mul_zero]

/-- The square of a nonzero real polynomial has a positive integral over `[-1,1]`. -/
theorem integral_sq_pos (p : ℝ[X]) (hp : p ≠ 0) :
    0 < ∫ x in (-1 : ℝ)..1, (p.eval x) ^ 2 := by
  refine intervalIntegral.integral_pos (by norm_num) (p.continuous.pow 2).continuousOn
    (fun x _ => sq_nonneg _) ?_
  by_contra hc
  push Not at hc
  -- otherwise the whole interval would consist of roots
  refine hp (eq_zero_of_infinite_isRoot p
    ((Set.Icc_infinite (show (-1 : ℝ) < 1 by norm_num)).mono fun x hx => ?_))
  exact pow_eq_zero_iff (two_ne_zero) |>.mp (le_antisymm (hc x hx) (sq_nonneg _))

/-- For an odd number `n = 2k+1` of nodes, no real rule for the weight `x` is exact up to
the Gauss degree `2n-1 = 4k+1`. -/
theorem no_gauss_rule_odd (k : ℕ) (node weight : Fin (2 * k + 1) → ℝ) :
    ¬ ExactUpTo node weight (4 * k + 1) := by
  intro h
  obtain ⟨hm, hd⟩ := nodePoly_monic_natDegree node
  have hv := integral_nodePoly_mul h
  generalize nodePoly node = w at hm hd hv
  -- twice the odd part of the node polynomial is nonzero and divisible by x
  have hp : w - w.comp (-X) ≠ 0 := by
    intro h0
    have h1 := congrArg leadingCoeff (sub_eq_zero.mp h0)
    rw [leadingCoeff_comp (by simp), hm.leadingCoeff, hd, leadingCoeff_neg, leadingCoeff_X,
      Odd.neg_one_pow ⟨k, rfl⟩] at h1
    norm_num at h1
  have hpd : (w - w.comp (-X)).natDegree ≤ 2 * k + 1 := by
    refine (natDegree_sub_le _ _).trans (max_le hd.le ?_)
    rw [natDegree_comp, natDegree_neg, natDegree_X, hd, mul_one]
  have hpx : ∀ x : ℝ, (w - w.comp (-X)).eval x = w.eval x - w.eval (-x) := by
    intro x
    simp [eval_comp]
  have hpos := integral_sq_pos _ hp
  obtain ⟨g, hg⟩ : X ∣ w - w.comp (-X) := by
    rw [X_dvd_iff, coeff_zero_eq_eval_zero, hpx]
    simp
  have hg0 : g ≠ 0 := by
    rintro rfl
    exact hp (by rw [hg, mul_zero])
  have hgx : ∀ x : ℝ, x * g.eval x = w.eval x - w.eval (-x) := by
    intro x
    rw [← hpx, hg, eval_mul, eval_X]
  rw [hg, natDegree_mul X_ne_zero hg0, natDegree_X] at hpd
  have hz := hv g (by rw [natDegree_mul hm.ne_zero hg0, hd]; omega)
  obtain ⟨F, hF⟩ : ∃ F : ℝ → ℝ, ∀ x, F x = w.eval x * (w.eval x - w.eval (-x)) :=
    ⟨_, fun _ => rfl⟩
  have hFc : Continuous F := by
    rw [funext hF]
    exact w.continuous.mul (w.continuous.sub (w.continuous.comp continuous_neg))
  have hI : ∫ x in (-1 : ℝ)..1, F x = 0 := by
    rw [← hz]
    refine intervalIntegral.integral_congr fun x _ => ?_
    simp only [hF, eval_mul]
    linear_combination (-(w.eval x)) * hgx x
  have hR : ∫ x in (-1 : ℝ)..1, F (-x) = 0 := by
    rw [intervalIntegral.integral_comp_neg (f := F), neg_neg]
    exact hI
  -- adding the reflected integral produces a perfect square
  have hs : ∫ x in (-1 : ℝ)..1, ((w - w.comp (-X)).eval x) ^ 2 = 0 := by
    calc _ = ∫ x in (-1 : ℝ)..1, (F x + F (-x)) := by
          refine intervalIntegral.integral_congr fun x _ => ?_
          simp only [hpx, hF, neg_neg]
          ring
      _ = (∫ x in (-1 : ℝ)..1, F x) + ∫ x in (-1 : ℝ)..1, F (-x) :=
          intervalIntegral.integral_add (hFc.intervalIntegrable _ _)
            ((hFc.comp continuous_neg).intervalIntegrable _ _)
      _ = 0 := by rw [hI, hR, add_zero]
  exact hpos.ne' hs

/-- No real rule with `n` nodes for the weight `x` is exact up to degree `2n+1`. -/
theorem not_exact_two_mul_add_one {n : ℕ} (node weight : Fin n → ℝ) :
    ¬ ExactUpTo node weight (2 * n + 1) := by
  intro h
  obtain ⟨hm, hd⟩ := nodePoly_monic_natDegree node
  have hXw : X * nodePoly node ≠ 0 := mul_ne_zero X_ne_zero hm.ne_zero
  have hz := integral_nodePoly_mul h (X * nodePoly node) (by
    rw [natDegree_mul hm.ne_zero hXw, natDegree_mul X_ne_zero hm.ne_zero, natDegree_X, hd]
    omega)
  refine (integral_sq_pos _ hXw).ne' ?_
  rw [← hz]
  refine intervalIntegral.integral_congr fun x _ => ?_
  simp only [eval_mul, eval_X]
  ring

/-- Every rule for the weight `x` that is exact on linear polynomials has a strictly negative
weight and a strictly positive one. -/
theorem weights_of_both_signs {n : ℕ} {node weight : Fin n → ℝ}
    (h : ExactUpTo node weight 1) : (∃ i, weight i < 0) ∧ ∃ j, 0 < weight j := by
  have h0 : ∑ i, weight i = 0 := by
    have h1 := h 1 (by simp)
    rw [weightedIntegral_eq_moments 1 1 (by simp)] at h1
    norm_num at h1
    exact h1
  have hX : ∑ i, weight i * node i = 2 / 3 := by
    have h1 := h X (by simp)
    rw [weightedIntegral_eq_moments X 2 (by simp)] at h1
    norm_num [Finset.sum_range_succ, coeff_X] at h1
    exact h1
  -- the weights cannot all vanish, because the first moment does not
  have hne : ¬ ∀ i, weight i = 0 := fun hw => by
    simp only [hw, zero_mul, Finset.sum_const_zero] at hX
    norm_num at hX
  constructor
  · by_contra hc
    push Not at hc
    exact hne fun i =>
      (Finset.sum_eq_zero_iff_of_nonneg fun j _ => hc j).mp h0 i (Finset.mem_univ i)
  · by_contra hc
    push Not at hc
    exact hne fun i =>
      (Finset.sum_eq_zero_iff_of_nonpos fun j _ => hc j).mp h0 i (Finset.mem_univ i)

/-- The rule with nodes `√(3/5), -√(3/5)` and weights `√(5/27), -√(5/27)` is exact for the
weight `x` up to degree 4. -/
theorem two_node_exact :
    ExactUpTo ![√(3 / 5), -√(3 / 5)] ![√(5 / 27), -√(5 / 27)] 4 := by
  intro p hp
  have hp5 : p.natDegree < 5 := by omega
  have ha : √(3 / 5 : ℝ) ^ 2 = 3 / 5 := Real.sq_sqrt (by norm_num)
  have hab : √(3 / 5 : ℝ) * √(5 / 27) = 1 / 3 := by
    rw [← Real.sqrt_mul (by norm_num), show (3 / 5 * (5 / 27) : ℝ) = (1 / 3) ^ 2 by norm_num,
      Real.sqrt_sq (by norm_num)]
  rw [weightedIntegral_eq_moments p 5 hp5, Fin.sum_univ_two]
  change √(5 / 27) * p.eval √(3 / 5) + -√(5 / 27) * p.eval (-√(3 / 5)) = _
  generalize √(3 / 5 : ℝ) = a at ha hab ⊢
  generalize √(5 / 27 : ℝ) = b at hab ⊢
  simp only [eval_eq_sum_range' hp5, Finset.sum_range_succ, Finset.sum_range_zero]
  push_cast
  -- only the first and third moments survive
  linear_combination (2 * p.coeff 1 + 2 * p.coeff 3 * a ^ 2) * hab + (2 / 3 * p.coeff 3) * ha

/-- For the weight `x` on `[-1,1]` no one-node real rule is exact on linear polynomials, while
the two-node rule `±√(3/5)` with weights `±√(5/27)` is exact up to degree 4 but not 5. -/
theorem gauss_for_sign_changing_weight :
    (∀ node weight : Fin 1 → ℝ, ¬ ExactUpTo node weight 1) ∧
    ExactUpTo ![√(3 / 5), -√(3 / 5)] ![√(5 / 27), -√(5 / 27)] 4 ∧
    ¬ ExactUpTo ![√(3 / 5), -√(3 / 5)] ![√(5 / 27), -√(5 / 27)] 5 :=
  ⟨fun node weight => no_gauss_rule_odd 0 node weight, two_node_exact,
    not_exact_two_mul_add_one _ _⟩

end

end SignChangingGauss
```

```lean
#print axioms SignChangingGauss.no_gauss_rule_odd
-- 'SignChangingGauss.no_gauss_rule_odd' depends on axioms: [propext, Classical.choice, Quot.sound]
#print axioms SignChangingGauss.weights_of_both_signs
-- 'SignChangingGauss.weights_of_both_signs' depends on axioms: [propext, Classical.choice, Quot.sound]
#print axioms SignChangingGauss.gauss_for_sign_changing_weight
-- 'SignChangingGauss.gauss_for_sign_changing_weight' depends on axioms: [propext, Classical.choice, Quot.sound]
```

### How the proof follows the calculation

`weightedIntegral_eq_moments` expands $L(p)$ in coefficients. `nodePoly_monic_natDegree` and `integral_nodePoly_mul` supply the degree of $w$ and the vanishing of $L(wq)$ within the degree of exactness. `integral_sq_pos` gives positivity: otherwise the whole interval would consist of roots.

In `no_gauss_rule_odd`, comparing leading coefficients shows $D\neq0$, and `X_dvd_iff` yields $g$. The function `F` is the integrand $w(x)D(x)$; `integral_comp_neg` performs the reflection, and the `calc` block adds the two integrals into the square. `not_exact_two_mul_add_one` tests with $xw^2$, and `weights_of_both_signs` uses the first two moments. In `two_node_exact`, `linear_combination` combines $ab=1/3$ and $a^2=3/5$ as above.

### Even numbers of nodes, and exactness on constants only

Without oddness, the obstruction fails already at $n=2$: the explicit rule exceeds the Gauss degree 3. If exactness is required only on constants, the sign result fails: a single node with weight zero is exact there.

If $p$ is a one-dimensional polynomial charge density on $[-1,1]$, then $L(p)$ is its dipole moment about the origin. Any rule $\sum_i c_i\,p(x_i)$ that gives this moment exactly for all densities of degree at most 1 has weights of both signs, so its terms can partly cancel.
